# The Callaway conductivity of finitely many phonon modes and its limits for weak and strong normal scattering

A temperature gradient drives a heat current of phonons through a crystal. Impurities, boundaries and umklapp processes take momentum out of the phonon gas and so resist the current. Normal processes only redistribute momentum among the modes. If their rates are simply added to the resistive ones, they are treated as if they too destroyed momentum. Callaway's model corrects this by letting normal scattering relax the phonons towards a drifting distribution instead of one at rest. How much heat does the gas then carry?

Take a finite, nonempty set of modes $i$. Each has a normal time $t_{N,i}>0$, a resistive time $t_{R,i}>0$ and a weight $c_i>0$, its heat capacity per volume times the squared velocity component along the gradient. Let $x_i$ be the effective time of mode $i$, its deviation from equilibrium divided by the drive, and let $\beta$ be the drift time, which describes the drifting distribution in the same units. The equations are

$$\frac{x_i}{t_{R,i}}+\frac{x_i-\beta}{t_{N,i}}=1,\qquad \sum_i \frac{c_i(x_i-\beta)}{t_{N,i}}=0 .$$

The first balances drive against scattering in each mode. The second says that normal scattering conserves total momentum. A common $\beta$, and the same weights for momentum as for heat, are appropriate to linear dispersion with a single sound speed.

With the combined time $t_{c,i}=(1/t_{N,i}+1/t_{R,i})^{-1}$, the claim is that $(x,\beta)$ exists and is unique, and that the conductivity $\kappa=\sum_i c_ix_i$ is

$$\kappa=\sum_i c_it_{c,i}+\frac{\left(\sum_i c_it_{c,i}/t_{N,i}\right)^2}{\sum_i c_it_{c,i}/(t_{N,i}t_{R,i})}.$$

Moreover,

$$\frac{(\sum_i c_i)^2}{\sum_i c_i/t_{R,i}}\le\kappa\le\sum_i c_it_{R,i},$$

and $\kappa$ tends to the upper bound when all normal times are scaled to infinity, and to the lower one when they are scaled to zero. For a numerical solution of this finite, two-rate relaxation model, the bounds give a quick check that needs the weights and the resistive times, but not the normal times.

## Eliminating the drift

Collecting $x_i$ in the mode balance gives $x_i/t_{c,i}=1+\beta/t_{N,i}$, hence

$$x_i=t_{c,i}\left(1+\frac{\beta}{t_{N,i}}\right).$$

Since $1-t_{c,i}/t_{N,i}=t_{c,i}/t_{R,i}$, it follows that $x_i-\beta=t_{c,i}-\beta t_{c,i}/t_{R,i}$. Momentum conservation becomes

$$\sum_i\frac{c_it_{c,i}}{t_{N,i}}-\beta\sum_i\frac{c_it_{c,i}}{t_{N,i}t_{R,i}}=0 .$$

The coefficient of $\beta$ is a nonempty sum of positive terms, so $\beta$ is fixed, and with it every $x_i$. Conversely, these values solve both equations. Finally $\kappa=\sum_i c_it_{c,i}+\beta\sum_i c_it_{c,i}/t_{N,i}$, which is the stated formula once $\beta$ is inserted.

## Bounds from the dissipation

Write $u_i=x_i-\beta$. Multiply the mode balance by $c_ix_i$, use $x_iu_i=u_i^2+\beta u_i$, and sum. The term in $\beta$ vanishes by momentum conservation:

$$\kappa=\sum_i\frac{c_ix_i^2}{t_{R,i}}+\sum_i\frac{c_iu_i^2}{t_{N,i}} .$$

Multiplying the balance by $c_i$ alone and summing gives $\sum_i c_i=\sum_i c_ix_i/t_{R,i}$. By Cauchy–Schwarz,

$$\Big(\sum_i c_i\Big)^2\le\sum_i\frac{c_ix_i^2}{t_{R,i}}\,\sum_i\frac{c_i}{t_{R,i}}\le\kappa\sum_i\frac{c_i}{t_{R,i}},$$

which is the lower bound.

For the upper bound, multiply the balance by $t_{R,i}$ to get $t_{R,i}=x_i+t_{R,i}u_i/t_{N,i}$. Inserting this expression for the $t_{R,i}$ on the right gives

$$t_{R,i}=x_i+\frac{\beta u_i}{t_{N,i}}+\frac{u_i^2}{t_{N,i}}\left(1+\frac{t_{R,i}}{t_{N,i}}\right).$$

Weighted by $c_i$ and summed, the middle term vanishes and the last is nonnegative, so $\sum_i c_it_{R,i}\ge\kappa$. If all resistive times are equal, and in particular for a single mode, the two bounds coincide and normal scattering has no effect on $\kappa$.

## Scaling the normal times

Replace $t_{N,i}$ by $s\,t_{N,i}$ with $s>0$. As $s\to\infty$, $t_{c,i}\to t_{R,i}$. The drift term in $\kappa$ is nonnegative, so $\kappa$ is squeezed between $\sum_i c_it_{c,i}$ and $\sum_i c_it_{R,i}$ and tends to the latter.

For $s\to0^+$, write the scaled combined time as $t_{c,i}=s\,t_{N,i}t_{R,i}/(s\,t_{N,i}+t_{R,i})$. Then

$$\kappa=\sum_i\frac{c_i\,s\,t_{N,i}t_{R,i}}{s\,t_{N,i}+t_{R,i}}+\frac{\left(\sum_i c_it_{R,i}/(s\,t_{N,i}+t_{R,i})\right)^2}{\sum_i c_i/(s\,t_{N,i}+t_{R,i})}.$$

Nothing is singular at $s=0$. The first sum vanishes there, and the second term becomes $(\sum_i c_i)^2/\sum_i c_i/t_{R,i}$.

## The transport equations in Lean

The modes form a finite type `ι`, and weights, times and unknowns are real functions on it: `tN i` is $t_{N,i}$, `tR i` is $t_{R,i}$.

```lean
import Mathlib

open Filter Topology

namespace CallawayPhononTransport

noncomputable section

variable {ι : Type*} [Fintype ι] {c tN tR x : ι → ℝ} {β : ℝ}
```

The combined time adds the two rates.

```lean
/-- The combined relaxation time of normal and resistive scattering (Matthiessen's rule),
for positive times `a` and `b`. -/
def combinedTime (a b : ℝ) : ℝ := (1 / a + 1 / b)⁻¹
```

The predicate `IsSolution` contains the two transport equations and nothing else. The drive is normalised to 1. Positivity of the weights and times enters as the hypotheses `hc`, `hN` and `hR` of the theorems, and `[Nonempty ι]` supplies at least one mode.

```lean
/-- The Callaway equations for effective times `x` and drift time `β`: the balance of every mode,
and conservation of momentum by normal scattering. Meant for positive times `tN`, `tR`. -/
def IsSolution (c tN tR x : ι → ℝ) (β : ℝ) : Prop :=
  (∀ i, x i / tR i + (x i - β) / tN i = 1) ∧ ∑ i, c i * (x i - β) / tN i = 0
```

The drift time and the conductivity are defined by their closed formulas, so their connection with the equations has to be proved. The scattering times are inputs; they are not computed from interatomic forces. The sums over modes stand where the Callaway formula is often written with integrals over frequency.

```lean
/-- The Callaway drift time, for positive weights and times and at least one mode. -/
def driftTime (c tN tR : ι → ℝ) : ℝ :=
  (∑ i, c i * combinedTime (tN i) (tR i) / tN i) /
    ∑ i, c i * combinedTime (tN i) (tR i) / (tN i * tR i)

/-- The Callaway conductivity: a relaxation-time term plus a drift term, for positive weights
and times and at least one mode. -/
def conductivity (c tN tR : ι → ℝ) : ℝ :=
  ∑ i, c i * combinedTime (tN i) (tR i) +
    (∑ i, c i * combinedTime (tN i) (tR i) / tN i) ^ 2 /
      ∑ i, c i * combinedTime (tN i) (tR i) / (tN i * tR i)
```

## Existence, uniqueness and the formula

The first lemma puts the combined time in the form $ab/(a+b)$, which is easier to handle when denominators are cleared.

```lean
/-- The combined time is the product of the two times over their sum. -/
theorem combinedTime_eq {a b : ℝ} (ha : 0 < a) (hb : 0 < b) :
    combinedTime a b = a * b / (a + b) := by
  unfold combinedTime
  rw [div_add_div _ _ ha.ne' hb.ne', inv_div, one_mul, mul_one, add_comm]
```

The elimination is stated as an equivalence: a pair solves the equations exactly when `β` is `driftTime` and each `x i` has the form found above. In the proof, `hD` is the positivity of the coefficient of $\beta$, `hmode` solves one mode balance, and `hsum` rewrites momentum conservation as a linear expression in $\beta$. Both directions then combine these three facts, with `eq_div_iff` dividing by the positive coefficient.

```lean
/-- The Callaway equations hold exactly when the drift time has its closed form and each
effective time is the combined time enhanced by the drift. -/
theorem isSolution_iff [Nonempty ι] (hc : ∀ i, 0 < c i) (hN : ∀ i, 0 < tN i)
    (hR : ∀ i, 0 < tR i) :
    IsSolution c tN tR x β ↔ β = driftTime c tN tR ∧
      ∀ i, x i = combinedTime (tN i) (tR i) * (1 + β / tN i) := by
  have hD : 0 < ∑ i, c i * combinedTime (tN i) (tR i) / (tN i * tR i) := by
    refine Finset.sum_pos (fun i _ => ?_) Finset.univ_nonempty
    have h1 := hc i
    have h2 := hN i
    have h3 := hR i
    rw [combinedTime_eq h2 h3]
    positivity
  -- each mode balance is a linear equation for the effective time
  have hmode : ∀ i, x i / tR i + (x i - β) / tN i = 1 ↔
      x i = combinedTime (tN i) (tR i) * (1 + β / tN i) := by
    intro i
    have h2 := hN i
    have h3 := hR i
    have h4 : tN i + tR i ≠ 0 := by positivity
    rw [combinedTime_eq h2 h3]
    constructor <;> intro h <;> field_simp at h ⊢ <;> linarith
  -- momentum conservation becomes linear in the drift time
  have hsum : (∀ i, x i = combinedTime (tN i) (tR i) * (1 + β / tN i)) →
      ∑ i, c i * (x i - β) / tN i = ∑ i, c i * combinedTime (tN i) (tR i) / tN i -
        β * ∑ i, c i * combinedTime (tN i) (tR i) / (tN i * tR i) := by
    intro h
    rw [Finset.mul_sum, ← Finset.sum_sub_distrib]
    refine Finset.sum_congr rfl fun i _ => ?_
    have h2 := hN i
    have h3 := hR i
    have h4 : tN i + tR i ≠ 0 := by positivity
    rw [h i, combinedTime_eq h2 h3]
    field_simp
    ring
  constructor
  · rintro ⟨h1, h2⟩
    have hx := fun i => (hmode i).1 (h1 i)
    refine ⟨?_, hx⟩
    rw [hsum hx] at h2
    unfold driftTime
    rw [eq_div_iff hD.ne']
    linarith
  · rintro ⟨hβ, hx⟩
    refine ⟨fun i => (hmode i).2 (hx i), ?_⟩
    rw [hsum hx]
    unfold driftTime at hβ
    rw [eq_div_iff hD.ne'] at hβ
    linarith
```

The theorem `callaway_formula` has two parts. The quantifier `∃!` ranges over pairs, so effective times and drift time are unique together. The second part says that any solution has $\sum_i c_ix_i$ equal to `conductivity`. Both follow from the equivalence, the second after summing $c_ix_i$ and inserting the drift time.

```lean
/-- The Callaway equations have exactly one solution, and its weighted sum of effective times
is the Callaway conductivity. -/
theorem callaway_formula [Nonempty ι] (hc : ∀ i, 0 < c i) (hN : ∀ i, 0 < tN i)
    (hR : ∀ i, 0 < tR i) :
    (∃! p : (ι → ℝ) × ℝ, IsSolution c tN tR p.1 p.2) ∧
      ∀ x β, IsSolution c tN tR x β → ∑ i, c i * x i = conductivity c tN tR := by
  constructor
  · refine ⟨(fun i => combinedTime (tN i) (tR i) * (1 + driftTime c tN tR / tN i),
      driftTime c tN tR), (isSolution_iff hc hN hR).2 ⟨rfl, fun _ => rfl⟩, ?_⟩
    rintro ⟨y, b⟩ h
    have h' : IsSolution c tN tR y b := h
    obtain ⟨hb, hy⟩ := (isSolution_iff hc hN hR).1 h'
    subst hb
    exact Prod.ext (funext hy) rfl
  · intro y b h
    obtain ⟨hb, hy⟩ := (isSolution_iff hc hN hR).1 h
    have hs : ∑ i, c i * y i = ∑ i, c i * combinedTime (tN i) (tR i) +
        b * ∑ i, c i * combinedTime (tN i) (tR i) / tN i := by
      rw [Finset.mul_sum, ← Finset.sum_add_distrib]
      refine Finset.sum_congr rfl fun i _ => ?_
      rw [hy i]
      ring
    rw [hs, hb]
    unfold driftTime conductivity
    ring
```

## The dissipation identity and the two bounds

The identity uses only the two equations, with no signs. In each summand, `linear_combination` multiplies the mode balance by $c_ix_i$, as was done by hand; `h.2` then removes the term proportional to $\beta$.

```lean
/-- The weighted sum of effective times splits into a resistive part and a part from normal
scattering, each quadratic in the deviation that the process relaxes. -/
theorem dissipation_identity (h : IsSolution c tN tR x β) :
    ∑ i, c i * x i = ∑ i, c i * x i ^ 2 / tR i + ∑ i, c i * (x i - β) ^ 2 / tN i := by
  have hs : ∑ i, c i * x i = ∑ i, c i * x i ^ 2 / tR i + ∑ i, c i * (x i - β) ^ 2 / tN i +
      β * ∑ i, c i * (x i - β) / tN i := by
    rw [Finset.mul_sum, ← Finset.sum_add_distrib, ← Finset.sum_add_distrib]
    refine Finset.sum_congr rfl fun i _ => ?_
    linear_combination (-(c i * x i)) * h.1 i
  rw [hs, h.2, mul_zero, add_zero]
```

For the bounds, the proof takes the solution supplied by `callaway_formula`, called `y` and `b`, and replaces `conductivity` by its weighted sum. In the lower bound, `hS` is $\sum_i c_i=\sum_i c_ix_i/t_{R,i}$ and `hCS` is the Cauchy–Schwarz step. In the upper bound, `e` is the balance multiplied by $t_{R,i}$, and `hs` is the resulting decomposition of $\sum_i c_it_{R,i}$ with its nonnegative remainder.

```lean
/-- The Callaway conductivity lies between `(∑ c)² / ∑ (c / tR)` and `∑ c tR`. -/
theorem conductivity_bounds [Nonempty ι] (hc : ∀ i, 0 < c i) (hN : ∀ i, 0 < tN i)
    (hR : ∀ i, 0 < tR i) :
    (∑ i, c i) ^ 2 / ∑ i, c i / tR i ≤ conductivity c tN tR ∧
      conductivity c tN tR ≤ ∑ i, c i * tR i := by
  obtain ⟨⟨⟨y, b⟩, hp, -⟩, hk⟩ := callaway_formula hc hN hR
  have h : IsSolution c tN tR y b := hp
  rw [← hk y b h]
  constructor
  · have hG : 0 < ∑ i, c i / tR i :=
      Finset.sum_pos (fun i _ => div_pos (hc i) (hR i)) Finset.univ_nonempty
    have hS : ∑ i, c i = ∑ i, c i * y i / tR i := by
      have hs : ∑ i, c i = ∑ i, c i * y i / tR i + ∑ i, c i * (y i - b) / tN i := by
        rw [← Finset.sum_add_distrib]
        refine Finset.sum_congr rfl fun i _ => ?_
        linear_combination (-(c i)) * h.1 i
      rw [hs, h.2, add_zero]
    -- Cauchy-Schwarz with the resistive rates as weights
    have hCS : (∑ i, c i * y i / tR i) ^ 2 ≤
        (∑ i, c i * y i ^ 2 / tR i) * ∑ i, c i / tR i :=
      Finset.sum_sq_le_sum_mul_sum_of_sq_le_mul _
        (fun i _ => div_nonneg (mul_nonneg (hc i).le (sq_nonneg _)) (hR i).le)
        (fun i _ => div_nonneg (hc i).le (hR i).le) (fun i _ => le_of_eq (by ring))
    have hn : 0 ≤ ∑ i, c i * (y i - b) ^ 2 / tN i :=
      Finset.sum_nonneg fun i _ =>
        div_nonneg (mul_nonneg (hc i).le (sq_nonneg _)) (hN i).le
    rw [div_le_iff₀ hG, hS, dissipation_identity h]
    exact hCS.trans (mul_le_mul_of_nonneg_right (by linarith) hG.le)
  · have hs : ∑ i, c i * tR i = ∑ i, c i * y i + b * ∑ i, c i * (y i - b) / tN i +
        ∑ i, c i * (y i - b) ^ 2 * (1 + tR i / tN i) / tN i := by
      rw [Finset.mul_sum, ← Finset.sum_add_distrib, ← Finset.sum_add_distrib]
      refine Finset.sum_congr rfl fun i _ => ?_
      have e : tR i = y i + tR i * (y i - b) / tN i := by
        have h1 := h.1 i
        have h2 := (hN i).ne'
        have h3 := (hR i).ne'
        field_simp at h1 ⊢
        linarith
      linear_combination c i * (1 + (y i - b) / tN i) * e
    have hn : 0 ≤ ∑ i, c i * (y i - b) ^ 2 * (1 + tR i / tN i) / tN i := by
      refine Finset.sum_nonneg fun i _ => ?_
      have h1 := hc i
      have h2 := hN i
      have h3 := hR i
      positivity
    rw [hs, h.2]
    linarith
```

## The two limits

In both limit theorems a single factor `s` multiplies every normal time, while the resistive times stay fixed. For `s` going to infinity, `hlow` is the limit of $\sum_i c_it_{c,i}$. The squeeze needs its two inequalities only for eventually all `s`, and `filter_upwards` supplies them for positive `s`.

```lean
/-- When all normal times are scaled to infinity, the conductivity tends to `∑ c tR`. -/
theorem tendsto_weak_normal [Nonempty ι] (hc : ∀ i, 0 < c i) (hN : ∀ i, 0 < tN i)
    (hR : ∀ i, 0 < tR i) :
    Tendsto (fun s : ℝ => conductivity c (fun i => s * tN i) tR) atTop
      (𝓝 (∑ i, c i * tR i)) := by
  have hlow : Tendsto (fun s : ℝ => ∑ i, c i * combinedTime (s * tN i) (tR i)) atTop
      (𝓝 (∑ i, c i * tR i)) := by
    refine tendsto_finsetSum _ fun i _ => ?_
    have h : Tendsto (fun s : ℝ => (s * tN i)⁻¹) atTop (𝓝 0) :=
      tendsto_inv_atTop_zero.comp (tendsto_id.atTop_mul_const (hN i))
    have h2 := ((h.add_const (1 / tR i)).inv₀ (by simpa using (hR i).ne')).const_mul (c i)
    simpa [combinedTime] using h2
  -- squeeze between the relaxation-time term and the upper bound
  refine tendsto_of_tendsto_of_tendsto_of_le_of_le' hlow tendsto_const_nhds ?_ ?_
  · filter_upwards [eventually_gt_atTop (0 : ℝ)] with s hs
    refine le_add_of_nonneg_right (div_nonneg (sq_nonneg _) (Finset.sum_nonneg fun i _ => ?_))
    have h1 := hc i
    have h2 := mul_pos hs (hN i)
    have h3 := hR i
    rw [combinedTime_eq h2 h3]
    positivity
  · filter_upwards [eventually_gt_atTop (0 : ℝ)] with s hs
    exact (conductivity_bounds hc (fun i => mul_pos hs (hN i)) hR).2
```

The filter `𝓝[>] 0` means that `s` approaches zero from above. Here `hcont` gives the continuity at zero of each sum with denominators $s\,t_{N,i}+t_{R,i}$, and `hF` assembles them into the rewritten formula. The closing steps show that this formula agrees with `conductivity` for every positive `s`, which is all that the one-sided limit requires.

```lean
/-- When all normal times are scaled to zero, the conductivity tends to
`(∑ c)² / ∑ (c / tR)`. -/
theorem tendsto_strong_normal [Nonempty ι] (hc : ∀ i, 0 < c i) (hN : ∀ i, 0 < tN i)
    (hR : ∀ i, 0 < tR i) :
    Tendsto (fun s : ℝ => conductivity c (fun i => s * tN i) tR) (𝓝[>] 0)
      (𝓝 ((∑ i, c i) ^ 2 / ∑ i, c i / tR i)) := by
  have hcont : ∀ f : ι → ℝ → ℝ, (∀ i, Continuous (f i)) →
      ContinuousAt (fun s : ℝ => ∑ i, f i s / (s * tN i + tR i)) 0 := by
    intro f hf
    refine tendsto_finsetSum _ fun i _ => ?_
    have hg : Continuous (fun s : ℝ => s * tN i + tR i) := by fun_prop
    exact (hf i).continuousAt.div hg.continuousAt (by simpa using (hR i).ne')
  have h1 := hcont (fun i s => c i * (s * tN i * tR i)) (fun i => by fun_prop)
  have h2 := hcont (fun i _ => c i * tR i) (fun i => by fun_prop)
  have h3 := hcont (fun i _ => c i) (fun i => by fun_prop)
  have hne : ∑ i, c i / (0 * tN i + tR i) ≠ 0 := by
    simp only [zero_mul, zero_add]
    exact (Finset.sum_pos (fun i _ => div_pos (hc i) (hR i)) Finset.univ_nonempty).ne'
  -- the rationalised formula is continuous at zero scaling
  have hF : ContinuousAt (fun s : ℝ => ∑ i, c i * (s * tN i * tR i) / (s * tN i + tR i) +
      (∑ i, c i * tR i / (s * tN i + tR i)) ^ 2 / ∑ i, c i / (s * tN i + tR i)) 0 :=
    h1.add ((h2.pow 2).div h3 hne)
  have hlim := hF.tendsto.mono_left (nhdsWithin_le_nhds (s := Set.Ioi 0))
  have hcancel : ∀ i, c i * tR i / tR i = c i := fun i =>
    mul_div_cancel_right₀ _ (hR i).ne'
  simp only [zero_mul, mul_zero, zero_div, zero_add, Finset.sum_const_zero, hcancel] at hlim
  refine hlim.congr' ?_
  filter_upwards [self_mem_nhdsWithin] with s hs
  have hs' : 0 < s := hs
  unfold conductivity
  congr 1
  · refine Finset.sum_congr rfl fun i _ => ?_
    rw [combinedTime_eq (mul_pos hs' (hN i)) (hR i), mul_div_assoc]
  · congr 1
    · congr 1
      refine Finset.sum_congr rfl fun i _ => ?_
      have h4 := hN i
      have h5 := hR i
      have h6 : s * tN i + tR i ≠ 0 := by positivity
      rw [combinedTime_eq (mul_pos hs' h4) h5]
      field_simp
    · refine Finset.sum_congr rfl fun i _ => ?_
      have h4 := hN i
      have h5 := hR i
      have h6 : s * tN i + tR i ≠ 0 := by positivity
      rw [combinedTime_eq (mul_pos hs' h4) h5]
      field_simp

end

end CallawayPhononTransport
```

```lean
#print axioms CallawayPhononTransport.tendsto_weak_normal
-- 'CallawayPhononTransport.tendsto_weak_normal' depends on axioms: [propext, Classical.choice, Quot.sound]
#print axioms CallawayPhononTransport.tendsto_strong_normal
-- 'CallawayPhononTransport.tendsto_strong_normal' depends on axioms: [propext, Classical.choice, Quot.sound]
```
